# Padovani–Stratton: the energy that minimises the thermal-plus-tunnelling exponent of a parabolic Schottky barrier

## Electrons crossing a depletion layer

An electron in a doped semiconductor meets a barrier of height φ at a metal contact. It can tunnel at low energy, where the barrier is thick but electrons are plentiful, or be thermally excited to a higher energy, where the barrier is thin but electrons are scarce. At which energy is the compromise best?

Measure the energy E from the band edge in the neutral semiconductor, and let T be the thermal energy, Boltzmann's constant included. At distance x from the metal, the band edge in a depletion layer of width w is

V(x) = κ(w − x)²/2, with V(0) = φ, so w = √(2φ/κ).

Here φ is the band bending across the layer; the usual Schottky barrier height is measured from the Fermi level instead. The constant curvature κ = e²N/ε stands for a uniform density N of ionised donors, with e the elementary charge and ε the permittivity of the semiconductor. For effective mass m, the characteristic tunnelling energy is

E00 = (ħ/2)√(κ/m).

The Boltzmann factor is exp(−E/T), and the WKB transmission is the exponential of minus the tunnelling exponent. Their product is largest where the sum of the two exponents is smallest.

## The tunnelling exponent as G(E)/E00

Put s = √(E/φ) and u = 1 − x/w. Then V − E = φ(u² − s²), and the turning point x = w(1 − s) corresponds to u = s. Since dx = −w du, the tunnelling exponent, with x running from the metal at 0 to the turning point, is

(2/ħ) ∫ √(2m(V − E)) dx = (2/ħ) w √(2mφ) ∫ₛ¹ √(u² − s²) du.

Because w√(2mφ) = 2φ√(m/κ), the right-hand side is G(E)/E00, where

G(E) = 2φ ∫ₛ¹ √(u² − s²) du.

To evaluate the integral for 0 < E < φ, write r = √(u² − s²), so that r′ = u/r. The function

F(u) = [u r − s² ln(u + r)]/2

has derivative [r + u²/r − s²/r]/2 = r, because the derivative of ln(u + r) is 1/r. With arcosh(1/s) = ln((1 + √(1 − s²))/s),

F(1) − F(s) = [√(1 − s²) − s² arcosh(1/s)]/2.

Multiplying by 2φ and using φs² = E gives

G(E) = √(φ(φ − E)) − E arcosh(1/s).

## The minimum as a tangent-line inequality

Every E between 0 and φ can be written as E = φ/cosh²y with y > 0: take y = arsinh √(φ/E − 1). Then s = 1/cosh y, arcosh(1/s) = y and √(φ(φ − E)) = φ tanh y. With a = E00/T, the total exponent becomes

E/T + G(E)/E00 = (φ/E00)[tanh y + (a − y)/cosh²y].

The bracket is the tangent line to tanh at y, evaluated at a. The slope 1/cosh² decreases strictly on the non-negative axis. By the mean value theorem there is a c between a and y with

tanh a − tanh y = (a − y)/cosh²c.

If a > y, then c > y and the right-hand side is less than (a − y)/cosh²y. If a < y, then c < y, and since a − y is negative the same inequality holds. So the bracket exceeds tanh a unless y = a. The unique minimum therefore lies at

E = φ/cosh²(E00/T),

and the exponent there is

(φ/E00) tanh(E00/T) = φ/(E00 coth(E00/T)).

For this one-dimensional parabolic barrier in the WKB approximation, the result supplies the leading exponential dependence on φ, at fixed E00 and T, of the one-way electron current from the semiconductor into the metal. This holds when φ is much larger than E00 coth(E00/T), provided that Boltzmann statistics hold at the optimal energy.

## A negative temperature leaves no minimum

The condition T > 0 matters. As a mathematical test only, since a Boltzmann distribution with T < 0 cannot be normalised in a band without an upper energy limit, take φ = E00 = 1 and T = −1, so that the exponent is −E + G(E). As E rises, s rises, and both the integration range and the integrand of G shrink. The exponent is then strictly decreasing on 0 < E < 1 and has no minimum there, although the formula would still name the energy 1/cosh²1.

## What the Lean statements say

All quantities are real numbers in consistent units. `depletionBarrier` is V, `depletionWidth` is w, `charEnergy` is E00 and `barrierIntegral` is G. The file defines `arcosh` by its logarithmic formula and writes coth as cosh/sinh.

The theorem `padovani_stratton` takes positive φ, E00 and T and states three things: the proposed energy lies in `Ioo 0 φ`, the open interval from 0 to φ; the total exponent there has the stated value; and every other energy in that interval gives a strictly larger exponent. Here `E00` is any positive number; `wkb_exponent` ties it to the mass and the band curvature.

The Boltzmann factor and the WKB formula are taken as the model, not derived. Image-force lowering, applied bias, energies above the barrier and the prefactor of the current are not treated, so this is the thermionic-field exponent of Padovani–Stratton theory and not its full current–voltage law.

```lean
import Mathlib

open Set

namespace PadovaniStratton

noncomputable section

/-- The inverse hyperbolic cosine, by its logarithmic formula. -/
def arcosh (x : ℝ) : ℝ := Real.log (x + √(x ^ 2 - 1))

/-- The dimensionless-path barrier integral `G(E)` of a parabolic barrier of height `φ`. -/
def barrierIntegral (φ E : ℝ) : ℝ :=
  2 * φ * ∫ u in √(E / φ)..1, √(u ^ 2 - √(E / φ) ^ 2)

/-- Width of a depletion layer with band curvature `κ` and barrier height `φ`. -/
def depletionWidth (κ φ : ℝ) : ℝ := √(2 * φ / κ)

/-- Parabolic band edge in the depletion layer, at distance `x` from the metal. -/
def depletionBarrier (κ φ x : ℝ) : ℝ := κ / 2 * (depletionWidth κ φ - x) ^ 2

/-- The characteristic tunnelling energy `E00` for mass `m` and band curvature `κ`. -/
def charEnergy (hbar m κ : ℝ) : ℝ := hbar / 2 * √(κ / m)

/-- Boltzmann exponent plus tunnelling exponent for an electron of energy `E`,
with `T` the thermal energy. -/
def totalExponent (φ E00 T E : ℝ) : ℝ := E / T + barrierIntegral φ E / E00

/-- The WKB exponent of the depletion barrier, from the metal to the classical turning point,
is `G(E) / E00`. -/
theorem wkb_exponent {hbar m κ φ E : ℝ} (hh : 0 < hbar) (hm : 0 < m) (hκ : 0 < κ)
    (hφ : 0 < φ) (hE : 0 ≤ E) :
    2 / hbar * ∫ x in (0 : ℝ)..depletionWidth κ φ * (1 - √(E / φ)),
      √(2 * m * (depletionBarrier κ φ x - E))
      = barrierIntegral φ E / charEnergy hbar m κ := by
  unfold depletionBarrier barrierIntegral charEnergy
  have hwpos : 0 < depletionWidth κ φ := Real.sqrt_pos.2 (by positivity)
  have hw2 : depletionWidth κ φ ^ 2 = 2 * φ / κ :=
    Real.sq_sqrt (by positivity : (0 : ℝ) ≤ 2 * φ / κ)
  have hk : √(2 * m * φ) * depletionWidth κ φ * √(κ / m) = 2 * φ := by
    unfold depletionWidth
    rw [← Real.sqrt_mul (by positivity : (0 : ℝ) ≤ 2 * m * φ),
      ← Real.sqrt_mul (by positivity : (0 : ℝ) ≤ 2 * m * φ * (2 * φ / κ)),
      show 2 * m * φ * (2 * φ / κ) * (κ / m) = (2 * φ) ^ 2 by field_simp,
      Real.sqrt_sq (by positivity : (0 : ℝ) ≤ 2 * φ)]
  have hs2 : √(E / φ) ^ 2 = E / φ := Real.sq_sqrt (by positivity : (0 : ℝ) ≤ E / φ)
  generalize depletionWidth κ φ = w at *
  generalize √(E / φ) = s at *
  have hφw : κ / 2 * w ^ 2 = φ := by
    rw [hw2]
    field_simp
  -- scale the barrier height out of the local momentum
  have hint : ∀ x : ℝ, √(2 * m * (κ / 2 * (w - x) ^ 2 - E))
      = √(2 * m * φ) * √((1 - x / w) ^ 2 - s ^ 2) := by
    intro x
    have h1 : w * (1 - x / w) = w - x := by field_simp
    have h2 : φ * (E / φ) = E := by field_simp
    rw [← Real.sqrt_mul (by positivity : (0 : ℝ) ≤ 2 * m * φ), hs2, ← h1]
    congr 1
    generalize 1 - x / w = q
    linear_combination 2 * m * q ^ 2 * hφw + 2 * m * h2
  -- substitute u = 1 - x / w
  have hsub : ∫ x in (0 : ℝ)..w * (1 - s), √((1 - x / w) ^ 2 - s ^ 2)
      = w * ∫ u in s..1, √(u ^ 2 - s ^ 2) := by
    have h := intervalIntegral.integral_comp_sub_div (a := 0) (b := w * (1 - s))
      (fun u : ℝ => √(u ^ 2 - s ^ 2)) hwpos.ne' 1
    rw [mul_div_cancel_left₀ _ hwpos.ne', sub_sub_cancel, zero_div, sub_zero,
      smul_eq_mul] at h
    exact h
  have alg : ∀ A R J : ℝ, 2 / hbar * (A * (w * J)) * (hbar / 2 * R) = A * w * R * J := by
    intro A R J
    field_simp
  have hR : 0 < √(κ / m) := Real.sqrt_pos.2 (by positivity)
  simp_rw [hint]
  rw [intervalIntegral.integral_const_mul, hsub,
    eq_div_iff (by positivity : hbar / 2 * √(κ / m) ≠ 0), alg, hk]

/-- The barrier integral in scaled form, for a turning point at `s`. -/
theorem integral_sqrt {s : ℝ} (hs : 0 < s) (hs1 : s ≤ 1) :
    ∫ u in s..1, √(u ^ 2 - s ^ 2) = (√(1 - s ^ 2) - s ^ 2 * arcosh (1 / s)) / 2 := by
  have hr : Continuous fun u : ℝ => √(u ^ 2 - s ^ 2) := by fun_prop
  have hlog : ContinuousOn (fun u : ℝ => Real.log (u + √(u ^ 2 - s ^ 2))) (Icc s 1) :=
    ContinuousOn.log (by fun_prop) fun u hu =>
      (add_pos_of_pos_of_nonneg (hs.trans_le hu.1) (Real.sqrt_nonneg _)).ne'
  have hcont : ContinuousOn (fun u : ℝ => (u * √(u ^ 2 - s ^ 2)
      - s ^ 2 * Real.log (u + √(u ^ 2 - s ^ 2))) / 2) (Icc s 1) :=
    ((continuous_id'.mul hr).continuousOn.sub (continuousOn_const.mul hlog)).div_const 2
  -- the antiderivative is differentiable beyond the turning point
  have hder : ∀ u ∈ Ioo s 1, HasDerivAt (fun u : ℝ => (u * √(u ^ 2 - s ^ 2)
      - s ^ 2 * Real.log (u + √(u ^ 2 - s ^ 2))) / 2) (√(u ^ 2 - s ^ 2)) u := by
    intro u hu
    have hu0 : 0 < u := hs.trans hu.1
    have hpos : 0 < u ^ 2 - s ^ 2 := by nlinarith [hu.1]
    have hrp := Real.sqrt_pos.2 hpos
    have h0 : HasDerivAt (fun v : ℝ => v ^ 2 - s ^ 2) (2 * u) u := by
      simpa using (hasDerivAt_pow 2 u).sub_const (s ^ 2)
    have d1 : HasDerivAt (fun v : ℝ => √(v ^ 2 - s ^ 2)) (u / √(u ^ 2 - s ^ 2)) u :=
      (h0.sqrt hpos.ne').congr_deriv (mul_div_mul_left _ _ two_ne_zero)
    have d3 := ((hasDerivAt_id' u).fun_add d1).log (add_pos hu0 hrp).ne'
    have alg : ∀ r : ℝ, 0 < r → r ^ 2 = u ^ 2 - s ^ 2 →
        (1 * r + u * (u / r) - s ^ 2 * ((1 + u / r) / (u + r))) / 2 = r := by
      intro r hr h2
      have e : (1 + u / r) / (u + r) = 1 / r := by
        rw [div_eq_div_iff (add_pos hu0 hr).ne' hr.ne']
        linear_combination div_mul_cancel₀ u hr.ne'
      have q : u * (u / r) - s ^ 2 * (1 / r) = r := by
        calc u * (u / r) - s ^ 2 * (1 / r) = (u ^ 2 - s ^ 2) / r := by ring
          _ = r := by rw [← h2, pow_two, mul_div_assoc, div_self hr.ne', mul_one]
      rw [e]
      linear_combination q / 2
    exact ((((hasDerivAt_id' u).fun_mul d1).fun_sub (d3.const_mul (s ^ 2))).div_const
      2).congr_deriv (alg _ hrp (Real.sq_sqrt hpos.le))
  have hA : arcosh (1 / s) = Real.log (1 + √(1 - s ^ 2)) - Real.log s := by
    unfold arcosh
    rw [show (1 / s) ^ 2 - 1 = (1 - s ^ 2) / s ^ 2 by field_simp,
      Real.sqrt_div' _ (sq_nonneg s), Real.sqrt_sq hs.le, ← add_div,
      Real.log_div (add_pos_of_pos_of_nonneg one_pos (Real.sqrt_nonneg _)).ne' hs.ne']
  rw [intervalIntegral.integral_eq_sub_of_hasDerivAt_of_le hs1 hcont hder
    (hr.intervalIntegrable s 1), hA]
  simp only [one_pow, sub_self, Real.sqrt_zero, mul_zero, add_zero]
  ring

/-- Closed form of the barrier integral for an energy `0 < E < φ`. -/
theorem barrierIntegral_eq {φ E : ℝ} (hE : 0 < E) (h : E < φ) :
    barrierIntegral φ E = √(φ * (φ - E)) - E * arcosh (1 / √(E / φ)) := by
  have hφ : 0 < φ := hE.trans h
  have hs : 0 < √(E / φ) := Real.sqrt_pos.2 (div_pos hE hφ)
  have hs1 : √(E / φ) ≤ 1 :=
    Real.sqrt_le_iff.2 ⟨zero_le_one, by rw [one_pow]; exact (div_le_one hφ).2 h.le⟩
  have hc : E / φ * φ = E := div_mul_cancel₀ E hφ.ne'
  have hroot : √(φ * (φ - E)) = φ * √(1 - E / φ) := by
    rw [show φ * (φ - E) = φ ^ 2 * (1 - E / φ) by linear_combination φ * hc,
      Real.sqrt_mul (sq_nonneg φ), Real.sqrt_sq hφ.le]
  unfold barrierIntegral
  rw [integral_sqrt hs hs1, Real.sq_sqrt (div_pos hE hφ).le, hroot]
  linear_combination (-arcosh (1 / √(E / φ))) * hc

/-- The total exponent at the energy `φ / cosh² y`. -/
theorem totalExponent_param {φ E00 y : ℝ} (T : ℝ) (hφ : 0 < φ) (h0 : 0 < E00) (hy : 0 < y) :
    totalExponent φ E00 T (φ / Real.cosh y ^ 2)
      = φ / E00 * (Real.tanh y + (E00 / T - y) / Real.cosh y ^ 2) := by
  have hc := Real.cosh_pos y
  have hS : 0 < Real.sinh y := Real.sinh_pos_iff.2 hy
  have hS2 : Real.sinh y ^ 2 = Real.cosh y ^ 2 - 1 := by rw [Real.cosh_sq]; ring
  have harc : arcosh (Real.cosh y) = y := by
    unfold arcosh
    rw [← hS2, Real.sqrt_sq hS.le, Real.cosh_add_sinh, Real.log_exp]
  have hlt : φ / Real.cosh y ^ 2 < φ :=
    div_lt_self hφ (one_lt_pow₀ (Real.one_lt_cosh.2 hy.ne') two_ne_zero)
  have hs : √(φ / Real.cosh y ^ 2 / φ) = 1 / Real.cosh y := by
    rw [show φ / Real.cosh y ^ 2 / φ = (1 / Real.cosh y) ^ 2 by field_simp,
      Real.sqrt_sq (by positivity : (0 : ℝ) ≤ 1 / Real.cosh y)]
  have hroot : √(φ * (φ - φ / Real.cosh y ^ 2)) = φ * (Real.sinh y / Real.cosh y) := by
    have e : φ * (φ - φ / Real.cosh y ^ 2) = (φ * (Real.sinh y / Real.cosh y)) ^ 2 := by
      rw [mul_pow, div_pow, hS2, sub_div, div_self (pow_ne_zero 2 hc.ne')]
      ring
    rw [e, Real.sqrt_sq (by positivity : (0 : ℝ) ≤ φ * (Real.sinh y / Real.cosh y))]
  have h1 : E00 * E00⁻¹ = 1 := mul_inv_cancel₀ h0.ne'
  unfold totalExponent
  rw [barrierIntegral_eq (by positivity) hlt, hs, one_div_one_div, harc, hroot,
    Real.tanh_eq_sinh_div_cosh]
  linear_combination (-(φ / Real.cosh y ^ 2 / T)) * h1

/-- For distinct non-negative `a` and `y`, the value `tanh a` lies strictly below the tangent line
to `tanh` at `y`, evaluated at `a`. -/
theorem tanh_lt_tangent {a y : ℝ} (ha : 0 ≤ a) (hy : 0 ≤ y) (hne : a ≠ y) :
    Real.tanh a < Real.tanh y + (a - y) / Real.cosh y ^ 2 := by
  have hder : ∀ x, HasDerivAt Real.tanh (1 / Real.cosh x ^ 2) x := by
    intro x
    have h := (Real.hasDerivAt_sinh x).fun_div (Real.hasDerivAt_cosh x) (Real.cosh_pos x).ne'
    rw [show Real.tanh = fun z => Real.sinh z / Real.cosh z from
      funext Real.tanh_eq_sinh_div_cosh]
    refine h.congr_deriv ?_
    congr 1
    linear_combination Real.cosh_sq x
  have hcont : ∀ s, ContinuousOn Real.tanh s :=
    fun _ x _ => (hder x).continuousAt.continuousWithinAt
  have hmono : ∀ p q : ℝ, 0 ≤ p → p < q → 1 / Real.cosh q ^ 2 < 1 / Real.cosh p ^ 2 := by
    intro p q hp hpq
    have hlt : Real.cosh p < Real.cosh q := by
      rw [Real.cosh_lt_cosh, abs_of_nonneg hp, abs_of_nonneg (hp.trans hpq.le)]
      exact hpq
    exact one_div_lt_one_div_of_lt (pow_pos (Real.cosh_pos p) 2)
      (pow_lt_pow_left₀ hlt (Real.cosh_pos p).le two_ne_zero)
  have e : (a - y) / Real.cosh y ^ 2 = 1 / Real.cosh y ^ 2 * (a - y) := by ring
  rw [e]
  -- compare the secant slope with the slope at y
  rcases lt_or_gt_of_ne hne with h | h
  · obtain ⟨c, hc, hs⟩ := exists_hasDerivAt_eq_slope Real.tanh
      (fun x => 1 / Real.cosh x ^ 2) h (hcont _) (fun x _ => hder x)
    have hs' : 1 / Real.cosh c ^ 2 * (y - a) = Real.tanh y - Real.tanh a :=
      (eq_div_iff (sub_pos.2 h).ne').1 hs
    have := mul_lt_mul_of_pos_right (hmono c y (ha.trans hc.1.le) hc.2) (sub_pos.2 h)
    linarith
  · obtain ⟨c, hc, hs⟩ := exists_hasDerivAt_eq_slope Real.tanh
      (fun x => 1 / Real.cosh x ^ 2) h (hcont _) (fun x _ => hder x)
    have hs' : 1 / Real.cosh c ^ 2 * (a - y) = Real.tanh a - Real.tanh y :=
      (eq_div_iff (sub_pos.2 h).ne').1 hs
    have := mul_lt_mul_of_pos_right (hmono y c hy hc.1) (sub_pos.2 h)
    linarith

/-- Every energy between zero and the barrier top has the form `φ / cosh² y` with `y > 0`. -/
theorem exists_param {φ E : ℝ} (hE : 0 < E) (h : E < φ) :
    ∃ y, 0 < y ∧ E = φ / Real.cosh y ^ 2 := by
  have hφ : 0 < φ := hE.trans h
  have hq : 0 < φ / E - 1 := sub_pos.2 ((one_lt_div hE).2 h)
  refine ⟨Real.arsinh √(φ / E - 1), Real.arsinh_pos_iff.2 (Real.sqrt_pos.2 hq), ?_⟩
  rw [Real.cosh_arsinh, Real.sq_sqrt (by positivity : (0 : ℝ) ≤ 1 + √(φ / E - 1) ^ 2),
    Real.sq_sqrt hq.le, add_sub_cancel]
  field_simp

/-- Padovani-Stratton: the total exponent has its unique minimum over `0 < E < φ` at
`φ / cosh² (E00 / T)`, with value `φ / (E00 coth (E00 / T))`. -/
theorem padovani_stratton {φ E00 T : ℝ} (hφ : 0 < φ) (h0 : 0 < E00) (hT : 0 < T) :
    φ / Real.cosh (E00 / T) ^ 2 ∈ Ioo 0 φ ∧
    totalExponent φ E00 T (φ / Real.cosh (E00 / T) ^ 2)
      = φ / (E00 * (Real.cosh (E00 / T) / Real.sinh (E00 / T))) ∧
    ∀ E ∈ Ioo 0 φ, E ≠ φ / Real.cosh (E00 / T) ^ 2 →
      totalExponent φ E00 T (φ / Real.cosh (E00 / T) ^ 2) < totalExponent φ E00 T E := by
  have ha : 0 < E00 / T := div_pos h0 hT
  have hc := Real.cosh_pos (E00 / T)
  have hS : 0 < Real.sinh (E00 / T) := Real.sinh_pos_iff.2 ha
  have hval : totalExponent φ E00 T (φ / Real.cosh (E00 / T) ^ 2)
      = φ / E00 * Real.tanh (E00 / T) := by
    rw [totalExponent_param T hφ h0 ha, sub_self, zero_div, add_zero]
  refine ⟨⟨by positivity, div_lt_self hφ
    (one_lt_pow₀ (Real.one_lt_cosh.2 ha.ne') two_ne_zero)⟩, ?_, ?_⟩
  · rw [hval, Real.tanh_eq_sinh_div_cosh]
    generalize Real.sinh (E00 / T) = S at *
    generalize Real.cosh (E00 / T) = C at *
    field_simp
  · intro E hE hne
    obtain ⟨y, hy, rfl⟩ := exists_param hE.1 hE.2
    have hay : E00 / T ≠ y := fun h => hne (by rw [h])
    rw [hval, totalExponent_param T hφ h0 hy]
    exact mul_lt_mul_of_pos_left (tanh_lt_tangent ha.le hy.le hay) (div_pos hφ h0)

end

end PadovaniStratton
```

```lean
#print axioms PadovaniStratton.wkb_exponent
#print axioms PadovaniStratton.padovani_stratton
```

```
'PadovaniStratton.wkb_exponent' depends on axioms: [propext, Classical.choice, Quot.sound]
'PadovaniStratton.padovani_stratton' depends on axioms: [propext, Classical.choice, Quot.sound]
```

## How the lemmas follow the derivation

In `wkb_exponent`, the step `hint` takes the factor √(2mφ) out of the local momentum, `hsub` performs the substitution u = 1 − x/w, and `hk` collects the constants.

The lemma `integral_sqrt` uses the antiderivative F. Since r′ diverges at the turning point, it applies a form of the fundamental theorem of calculus that needs F to be continuous on the closed interval but differentiable only inside it. The step `hA` rewrites arcosh(1/s) as a difference of logarithms, and `barrierIntegral_eq` restores the factor 2φ.

`exists_param` supplies y for a given energy, and `totalExponent_param` rewrites the exponent as the tangent-line expression. In `tanh_lt_tangent`, `hder` gives the slope of tanh and `hmono` its strict decrease; the mean value theorem, `exists_hasDerivAt_eq_slope`, is then applied separately for a < y and a > y.

The final theorem first sets y = E00/T, which removes the linear term and gives the value `hval`. For any other energy it obtains y from `exists_param`, notes that y differs from E00/T, and multiplies the tangent-line inequality by the positive factor φ/E00.
